# With a uniform register of N ≥ 2 levels, ideal phase estimation on an eigenstate has a certain outcome exactly when the eigenphase, in turns, is an integer multiple of 1/N

When phase estimation is applied to time evolution, the integer \(k\) read from an \(N\)-level register gives the estimate \(k/N\) of the phase, measured in turns. The evolution time converts this into an energy once the whole number of turns is known. For an exact eigenstate, a register of \(N\ge2\) levels prepared in the uniform superposition, and noise-free controlled evolution and inverse Fourier transform, the problems below determine when \(k\) is the same in every run. An energy whose phase is not an integer multiple of \(1/N\), so that it lies between grid points, gives scattered readings even with perfect state preparation.

```lean
import Mathlib

open Finset

namespace ExactPhaseReadout

noncomputable section
```

Phases are real numbers measured in turns, and `phase x` is \(e^{2\pi i x}\).

```lean
/-- The phase factor `exp(2πix)` of a phase `x` measured in turns. -/
def phase (x : ℝ) : ℂ := Complex.exp (2 * Real.pi * x * Complex.I)
```

For a detuning \(d\), which in (f) is the eigenphase minus the grid phase \(k/N\), the readout amplitude `amp N d` is
\[
A_N(d)=\frac1N\sum_{j=0}^{N-1}e^{2\pi i jd}.
\]

```lean
/-- The readout amplitude: the average of the phase factors `exp(2πijd)` over `j < N`. -/
def amp (N : ℕ) (d : ℝ) : ℂ := (∑ j ∈ range N, phase (j * d)) / N
```

### (a) Powers of a phase factor

Show that accumulating the phase \(d\) a total of \(j\) times gives the \(j\)-th power of its factor.

The exponential law gives \(e^{2\pi i jd}=(e^{2\pi i d})^j\).

```lean
/-- A phase accumulated `j` times gives the `j`-th power of the phase factor. -/
theorem phase_nat_mul (j : ℕ) (d : ℝ) : phase (j * d) = phase d ^ j := by
  rw [phase, phase, ← Complex.exp_nat_mul]
  congr 1
  push_cast
  ring
```

### (b) Unit modulus

Show that every phase factor has modulus one.

For real \(x\), \(|e^{2\pi i x}|^2=\cos^2 2\pi x+\sin^2 2\pi x=1\). The Lean proof writes the exponent as a real number times \(i\).

```lean
/-- Phase factors have modulus one. -/
theorem norm_phase (x : ℝ) : ‖phase x‖ = 1 := by
  have h : (2 * Real.pi * x * Complex.I : ℂ) = ((2 * Real.pi * x : ℝ) : ℂ) * Complex.I := by
    push_cast
    ring
  rw [phase, h, Complex.norm_exp_ofReal_mul_I]
```

### (c) Whole turns

Show that \(e^{2\pi i x}=1\) exactly when \(x\) is an integer.

The exponential equals one only at \(2\pi i m\) with \(m\in\mathbb Z\). Cancelling \(2\pi i\) from \(2\pi i x=2\pi i m\) leaves \(x=m\); the converse is substitution.

```lean
/-- A phase factor equals one exactly when the phase is a whole number of turns. -/
theorem phase_eq_one_iff (x : ℝ) : phase x = 1 ↔ ∃ m : ℤ, x = m := by
  rw [phase, Complex.exp_eq_one_iff]
  constructor
  · rintro ⟨m, h⟩
    refine ⟨m, ?_⟩
    have h2 : (x : ℂ) = (m : ℂ) :=
      mul_left_cancel₀ Complex.two_pi_I_ne_zero (by linear_combination h)
    exact_mod_cast h2
  · rintro ⟨m, rfl⟩
    refine ⟨m, ?_⟩
    push_cast
    ring
```

### (d) A bound from the first two terms

For \(N\ge2\), show that
\[
\Bigl|\sum_{j=0}^{N-1}e^{2\pi i jd}\Bigr|\le|1+e^{2\pi i d}|+N-2 .
\]

At \(N=2\) the two sides are equal. Each further term has modulus one, so by the triangle inequality it raises the left side by at most one, while the right side rises by exactly one. This is the induction in the proof.

```lean
/-- For `N ≥ 2`, the modulus of the sum of the phase factors `exp(2πijd)` over `j < N` is at most
the modulus of the sum of the first two plus one for each of the others. -/
theorem norm_sum_le_two_path (N : ℕ) (hN : 2 ≤ N) (d : ℝ) :
    ‖∑ j ∈ range N, phase (j * d)‖ ≤ ‖1 + phase d‖ + ((N : ℝ) - 2) := by
  induction N, hN using Nat.le_induction with
  | base =>
    have h0 : phase 0 = 1 := by simp [phase]
    simp [Finset.sum_range_succ, h0]
  | succ n hn ih =>
    rw [Finset.sum_range_succ]
    have h1 := norm_add_le (∑ j ∈ range n, phase (j * d)) (phase (n * d))
    rw [norm_phase] at h1
    push_cast
    linarith
```

### (e) Full modulus only at integers

For \(N\ge2\), show that \(|A_N(d)|=1\) exactly when \(d\) is an integer.

Let \(z=e^{2\pi i d}=x+iy\). If \(|A_N(d)|=1\), the sum has modulus \(N\), and (d) gives \(|1+z|\ge2\). Since \(x^2+y^2=1\),
\[
4\le|1+z|^2=(1+x)^2+y^2=2+2x,
\]
so \(x\ge1\). Then \(y^2=1-x^2\le0\), which forces \(y=0\) and \(x=1\). Thus \(z=1\), and \(d\) is an integer by (c). Conversely, if \(z=1\), all \(N\) terms equal one. The `nlinarith` calls carry out the inequalities for \(x\) and \(y\).

```lean
/-- For `N ≥ 2` the readout amplitude has modulus one exactly when `d` is an integer. -/
theorem norm_amp_eq_one_iff (N : ℕ) (hN : 2 ≤ N) (d : ℝ) :
    ‖amp N d‖ = 1 ↔ ∃ m : ℤ, d = m := by
  have hN0 : (N : ℝ) ≠ 0 := by
    have : N ≠ 0 := by omega
    exact_mod_cast this
  rw [← phase_eq_one_iff, amp, norm_div, Complex.norm_natCast, div_eq_one_iff_eq hN0]
  constructor
  · intro h
    -- full modulus forces the first two phase factors to interfere constructively
    have hb := norm_sum_le_two_path N hN d
    have h2 : 2 ≤ ‖1 + phase d‖ := by linarith
    have e1 := Complex.sq_norm (phase d)
    rw [norm_phase, Complex.normSq_apply] at e1
    have e2 := Complex.sq_norm (1 + phase d)
    rw [Complex.normSq_apply, Complex.add_re, Complex.add_im, Complex.one_re,
      Complex.one_im] at e2
    have hre : 1 ≤ (phase d).re := by nlinarith
    have him : (phase d).im = 0 := by
      have : (phase d).im ^ 2 = 0 := le_antisymm (by nlinarith) (sq_nonneg _)
      exact pow_eq_zero_iff two_ne_zero |>.mp this
    have hre' : (phase d).re = 1 := le_antisymm (by nlinarith) hre
    exact Complex.ext (by simpa using hre') (by simpa using him)
  · intro h
    simp [phase_nat_mul, h]
```

Now let \(U\) be a linear operator on a complex inner product space `H`, of any dimension. A uniform register, controlled powers \(U^j\) and the inverse Fourier transform attach to reading \(k\) the unnormalised state
\[
\beta_k=\frac1N\sum_{j=0}^{N-1}e^{-2\pi i jk/N}U^j\psi .
\]
The definition `branch` takes this formula as the model; no circuit is built gate by gate.

```lean
variable {H : Type*} [NormedAddCommGroup H] [InnerProductSpace ℂ H]

/-- The unnormalised system state that accompanies register reading `k`, after the controlled
powers of `U` and the inverse Fourier transform on an `N`-level register. -/
def branch (U : Module.End ℂ H) (ψ : H) (N k : ℕ) : H :=
  (1 / N : ℂ) • ∑ j ∈ range N, phase (-(j * k / N)) • (U ^ j) ψ
```

For unitary \(U\), normalised \(\psi\) and \(k<N\), the Born rule gives the probability \(P(k)=\|\beta_k\|^2\). The definition `prob` uses the same formula for every linear \(U\) and every \(\psi\).

```lean
/-- The squared norm of `branch U ψ N k`. For unitary `U`, normalised `ψ` and `k < N`, it is the
probability that phase estimation of `U` on the state `ψ` reads `k`. -/
def prob (U : Module.End ℂ H) (ψ : H) (N k : ℕ) : ℝ := ‖branch U ψ N k‖ ^ 2
```

### (f) Phase kickback

Let \(\|\psi\|=1\) and \(U\psi=e^{2\pi i\varphi}\psi\), the hypotheses `hψ` and `hU`. Show that \(P(k)=|A_N(\varphi-k/N)|^2\).

Repeated application gives \(U^j\psi=e^{2\pi i j\varphi}\psi\), which is `kick` in the proof. Hence
\[
\beta_k=\frac1N\sum_{j=0}^{N-1}e^{2\pi i j(\varphi-k/N)}\psi=A_N(\varphi-k/N)\,\psi,
\]
and taking the squared norm finishes. Unitarity of \(U\) is not needed for this identity, though the noise-free evolution of a closed system has it.

```lean
/-- On a normalised eigenstate with eigenphase `φ`, reading `k` has probability
equal to the squared modulus of the readout amplitude at `φ - k/N`. -/
theorem prob_eigenstate (U : Module.End ℂ H) (ψ : H) (φ : ℝ) (hψ : ‖ψ‖ = 1)
    (hU : U ψ = phase φ • ψ) (N k : ℕ) : prob U ψ N k = ‖amp N (φ - k / N)‖ ^ 2 := by
  -- phase kickback: each application of `U` contributes one phase factor
  have kick : ∀ j : ℕ, (U ^ j) ψ = phase φ ^ j • ψ := by
    intro j
    induction j with
    | zero => simp
    | succ j ih => rw [pow_succ', Module.End.mul_apply, ih, map_smul, hU, smul_smul, ← pow_succ]
  have term : ∀ j ∈ range N, phase (-(j * k / N)) • (U ^ j) ψ
      = phase (j * (φ - k / N)) • ψ := by
    intro j _
    rw [kick, smul_smul, ← phase_nat_mul]
    congr 1
    rw [phase, phase, phase, ← Complex.exp_add]
    congr 1
    push_cast
    ring
  have hb : branch U ψ N k = amp N (φ - k / N) • ψ := by
    rw [branch, Finset.sum_congr rfl term, ← Finset.sum_smul, smul_smul, amp]
    congr 1
    ring
  rw [prob, hb, norm_smul, hψ, mul_one]
```

### (g) When a given reading is certain

For \(N\ge2\), show that \(P(k)=1\) exactly when \(\varphi=k/N+m\) for some integer \(m\).

A non-negative number has square one only if it is one. By (f) and (e), the condition is \(\varphi-k/N=m\).

```lean
/-- For `N ≥ 2`, on a normalised eigenstate, reading `k` is certain exactly when the eigenphase
equals `k/N` up to whole turns. -/
theorem prob_eq_one_iff (U : Module.End ℂ H) (ψ : H) (φ : ℝ) (hψ : ‖ψ‖ = 1)
    (hU : U ψ = phase φ • ψ) (N : ℕ) (hN : 2 ≤ N) (k : ℕ) :
    prob U ψ N k = 1 ↔ ∃ m : ℤ, φ = k / N + m := by
  rw [prob_eigenstate U ψ φ hψ hU, pow_eq_one_iff_of_nonneg (norm_nonneg _) two_ne_zero,
    norm_amp_eq_one_iff N hN]
  constructor
  · rintro ⟨m, h⟩
    exact ⟨m, by linarith⟩
  · rintro ⟨m, h⟩
    exact ⟨m, by linarith⟩
```

### (h) When some reading is certain

For \(N\ge2\), show that some \(k<N\) has \(P(k)=1\) exactly when \(\varphi=m/N\) for an integer \(m\).

If \(\varphi=k/N+m'\), then \(\varphi=(k+Nm')/N\). Conversely, divide with remainder: \(m=k+Nq\) with \(0\le k<N\), so \(\varphi=k/N+q\), and (g) applies. The register shows the remainder.

```lean
/-- For `N ≥ 2`, phase estimation on a normalised eigenstate has a certain outcome exactly when the
eigenphase is an integer multiple of the grid spacing `1/N`. -/
theorem deterministic_iff_on_grid (U : Module.End ℂ H) (ψ : H) (φ : ℝ) (hψ : ‖ψ‖ = 1)
    (hU : U ψ = phase φ • ψ) (N : ℕ) (hN : 2 ≤ N) :
    (∃ k < N, prob U ψ N k = 1) ↔ ∃ m : ℤ, φ = m / N := by
  have hNpos : (0 : ℤ) < N := by omega
  have hN0 : (N : ℝ) ≠ 0 := by exact_mod_cast hNpos.ne'
  simp only [prob_eq_one_iff U ψ φ hψ hU N hN]
  constructor
  · rintro ⟨k, _, m, h⟩
    refine ⟨k + N * m, ?_⟩
    rw [h]
    push_cast
    field_simp
  · rintro ⟨m, h⟩
    -- the register shows the remainder of `m` modulo `N`
    obtain ⟨k, hk⟩ := Int.eq_ofNat_of_zero_le (Int.emod_nonneg m hNpos.ne')
    have hlt := Int.emod_lt_of_pos m hNpos
    have hdef := Int.emod_def m N
    refine ⟨k, by omega, m / (N : ℤ), ?_⟩
    have hm : m = k + N * (m / (N : ℤ)) := by linarith
    have hm' : (m : ℝ) = k + N * ((m / (N : ℤ) : ℤ) : ℝ) := by exact_mod_cast hm
    rw [h, div_eq_iff hN0, add_mul, div_mul_cancel₀ _ hN0]
    linarith
```

### (i) The other readings vanish

Let \(\varphi=k/N+m\), with \(k,l<N\) and \(l\ne k\). Show that \(P(l)=0\).

Put \(z=e^{2\pi i(\varphi-l/N)}\). Since \(N(\varphi-l/N)=k-l+Nm\) is an integer, \(z^N=1\). If \(z=1\), then \(\varphi-l/N=q\) for an integer \(q\), so \(k-l=N(q-m)\), impossible because \(0<|k-l|<N\). The proof reaches this contradiction by comparing \(q\) with \(m\). From
\[
(z-1)\sum_{j=0}^{N-1}z^j=z^N-1=0
\]
the sum vanishes, and (f) gives \(P(l)=0\).

```lean
/-- If the eigenphase of a normalised eigenstate equals `k/N` up to whole turns, with `k < N`, then
every other reading `l < N` has probability zero. -/
theorem prob_other_eq_zero (U : Module.End ℂ H) (ψ : H) (φ : ℝ) (hψ : ‖ψ‖ = 1)
    (hU : U ψ = phase φ • ψ) (N k l : ℕ) (hk : k < N) (hl : l < N) (hkl : l ≠ k)
    (m : ℤ) (hφ : φ = k / N + m) : prob U ψ N l = 0 := by
  have hN0 : (N : ℝ) ≠ 0 := by
    have : N ≠ 0 := by omega
    exact_mod_cast this
  have hmul : (N : ℝ) * (φ - l / N) = k - l + N * m := by
    rw [hφ]
    field_simp
    try ring
  have hpow : phase (φ - l / N) ^ N = 1 := by
    rw [← phase_nat_mul, phase_eq_one_iff]
    exact ⟨k - l + N * m, by rw [hmul]; push_cast; ring⟩
  have hne : phase (φ - l / N) ≠ 1 := by
    rw [Ne, phase_eq_one_iff]
    rintro ⟨q, hq⟩
    rw [hq] at hmul
    have hz : (N : ℤ) * q = k - l + N * m := by exact_mod_cast hmul
    -- two distinct readings differ by less than a full turn
    rcases lt_trichotomy q m with h | h | h
    · have : (N : ℤ) * (q + 1) ≤ N * m := mul_le_mul_of_nonneg_left (by omega) (by omega)
      rw [mul_add, mul_one] at this
      omega
    · subst h
      omega
    · have : (N : ℤ) * (m + 1) ≤ N * q := mul_le_mul_of_nonneg_left (by omega) (by omega)
      rw [mul_add, mul_one] at this
      omega
  have hgeom := geom_sum_mul (phase (φ - l / N)) N
  rw [hpow, sub_self] at hgeom
  have hsum := (mul_eq_zero.mp hgeom).resolve_right (sub_ne_zero.mpr hne)
  rw [prob_eigenstate U ψ φ hψ hU, amp]
  simp only [phase_nat_mul]
  rw [hsum]
  simp
```

### (j) A qubit example

The phase gate is \(\mathrm{diag}(1,e^{2\pi i\varphi})\).

```lean
/-- The qubit phase gate, which multiplies the second amplitude by `exp(2πiφ)`. -/
def phaseGate (φ : ℝ) : Module.End ℂ (EuclideanSpace ℂ (Fin 2)) where
  toFun x := !₂[x 0, phase φ * x 1]
  map_add' x y := by
    ext i
    fin_cases i <;> simp [mul_add]
  map_smul' c x := by
    ext i
    fin_cases i <;> simp [mul_left_comm]
```

Show that its second basis state satisfies the hypotheses of (f) for every real \(\varphi\).

The vector \((0,1)\) has norm one, and the gate sends it to \((0,e^{2\pi i\varphi})=e^{2\pi i\varphi}(0,1)\). Lean checks the two components separately. Varying \(\varphi\) gives examples both on and off the grid.

```lean
/-- The second basis state of a qubit is a normalised eigenstate of the phase gate with
eigenphase `φ`. -/
theorem phaseGate_witness (φ : ℝ) :
    ‖(!₂[0, 1] : EuclideanSpace ℂ (Fin 2))‖ = 1 ∧
      phaseGate φ !₂[0, 1] = phase φ • (!₂[0, 1] : EuclideanSpace ℂ (Fin 2)) := by
  constructor
  · simp [EuclideanSpace.norm_eq]
  · ext i
    fin_cases i <;> simp [phaseGate]

end

end ExactPhaseReadout
```

```lean
#print axioms ExactPhaseReadout.deterministic_iff_on_grid
#print axioms ExactPhaseReadout.prob_other_eq_zero
```

```
'ExactPhaseReadout.deterministic_iff_on_grid' depends on axioms: [propext, Classical.choice, Quot.sound]
'ExactPhaseReadout.prob_other_eq_zero' depends on axioms: [propext, Classical.choice, Quot.sound]
```
